# If all ground states share one density, it is the gradient of the ground energy (finite dimension)

## Slopes and kinks at a degenerate level

The Hellmann–Feynman formula $\partial E/\partial v_i=\langle n_i\rangle$ is usually derived by differentiating $\langle\psi(v),H(v)\psi(v)\rangle$ along a differentiable family of ground states $\psi(v)$. A degenerate level need not supply such a family. The derivation then breaks down, and it is unclear whether the ground energy has a derivative at all.

One orbital shows both outcomes. Let it be empty, spin up or spin down, with energy $v$ per electron and no double occupation. Its ground energy is $E(v)=\min(0,v)$.

- At $v=-1$ the ground level is a spin doublet. Every state in it holds one electron, and $E$ has slope $1$.
- At $v=0$ the empty state joins the doublet. The occupation is $0$ in the empty state and $1$ in the doublet, and $E$ has a kink.

Both levels are degenerate, but only at $v=0$ do the ground states disagree about the density. The theorem below shows that agreement is sufficient for differentiability, for any finite-dimensional Hamiltonian that depends linearly on the potential. The usual Hellmann–Feynman theorem starts from differentiability and identifies the derivative; here differentiability is the conclusion.

In density functional theory on a finite lattice, this says when the density can be read off as a derivative of $E[v]$, with interactions allowed. It also gives a condition under which finite differences of ground energies from exact diagonalisation of a finite model converge to the density.

## The theorem and its Lean terms

Let $V$ be a nonzero finite-dimensional complex inner product space, and let $H_0$ and $n_1,\dots,n_L$ be Hermitian operators on it. For $v\in\mathbb R^L$ put

$$H(v)=H_0+\sum_i v_i n_i,\qquad E(v)=\inf_{\|\psi\|=1}\langle\psi,H(v)\psi\rangle,\qquad (\rho_\psi)_i=\langle\psi,n_i\psi\rangle .$$

**Theorem.** If every unit ground state $\psi$ of $H(v)$ has $\rho_\psi=\rho$, then $E$ is Fréchet differentiable at $v$ with gradient $\rho$.

In Lean the sites form a finite type `ι`, and potentials and densities live in `EuclideanSpace ℝ ι`, which carries the usual dot product. Hermiticity is `IsSymmetric`. The function `expect` takes the real part of $\langle\psi,A\psi\rangle$, which changes nothing for Hermitian $A$. `IsGroundState` asks for a unit vector with $H(v)\psi=E(v)\psi$. The conclusion `HasGradientAt (groundEnergy H₀ n) ρ v` means $E(w)=E(v)+\rho\cdot(w-v)+o(\|w-v\|)$ as $w\to v$, in all directions at once.

The name `density` is broader than in textbooks, since the $n_i$ may be any Hermitian operators. For the lattice density, take them to be site occupations. The choice of $V$ fixes the ensemble: an $N$-particle space gives the ground energy at fixed $N$, while Fock space also minimises over the particle number.

The hypothesis `hρ` is assumed, not derived. Physically, it says that mean values of the $n_i$ cannot tell the ground states apart. It concerns every unit vector of the ground level, superpositions included, so comparing the members of one basis is not enough. A nondegenerate level satisfies it, because its unit ground states differ only by a phase.

The step from here to electrons in continuous space is left open: there the state space is infinite-dimensional, and the compactness used below is lost.

## Derivation from the variational principle

**Energy at another potential.** For a fixed unit vector $\psi$, linearity gives
$$\langle\psi,H(w)\psi\rangle=\langle\psi,H(v)\psi\rangle+\rho_\psi\cdot(w-v).\tag{1}$$

**Minimisers are eigenvectors.** The unit sphere is compact and the energy is continuous, so some unit $\psi$ attains $E(v)$. Put $A=H(v)-E(v)$. Then $\langle x,Ax\rangle\ge0$ for all $x$, and $\langle\psi,A\psi\rangle=0$. For any $\chi\in V$ and real $t$, Hermiticity gives
$$0\le\langle\psi+t\chi,A(\psi+t\chi)\rangle=2t\,\mathrm{Re}\langle\chi,A\psi\rangle+t^2\langle\chi,A\chi\rangle .$$
This holds for both signs of small $t$, so the linear term vanishes. Choosing $\chi=A\psi$ gives $A\psi=0$. Hence ground states exist at every potential, and every unit vector with energy $E(v)$ is one.

**Two bounds.** Let $\psi$ be a ground state at $v$ and $\varphi$ one at $w$. Using each as a trial state at the other potential, (1) gives
$$E(w)\le E(v)+\rho\cdot(w-v),\qquad E(v)\le E(w)+\rho_\varphi\cdot(v-w).$$
The remainder $R(w)=E(w)-E(v)-\rho\cdot(w-v)$ therefore satisfies
$$(\rho_\varphi-\rho)\cdot(w-v)\le R(w)\le0.\tag{2}$$

**Nearby ground states have nearby densities.** Fix $\varepsilon>0$ and let $K$ be the set of unit vectors $\chi$ with $\|\rho_\chi-\rho\|\ge\varepsilon$. It is compact. No $\chi\in K$ has energy $E(v)$ at $v$, since it would be a ground state with density $\rho$. So there is a number $a>E(v)$ with $\langle\chi,H(v)\chi\rangle\ge a$ on all of $K$; if $K$ is empty, any $a>E(v)$ will do.

Let $C\ge0$ bound $\|\rho_\chi-\rho\|$ over the unit sphere. If a ground state $\varphi$ at $w$ lay in $K$, then (1) and the first bound would give
$$a\le\langle\varphi,H(v)\varphi\rangle=E(w)-\rho_\varphi\cdot(w-v)\le E(v)-(\rho_\varphi-\rho)\cdot(w-v)\le E(v)+C\|w-v\|.$$
This is impossible when $\|w-v\|<\delta=(a-E(v))/(C+1)$. For such $w$, every ground state satisfies $\|\rho_\varphi-\rho\|<\varepsilon$.

**Differentiability.** For $\|w-v\|<\delta$, (2) and the Cauchy–Schwarz inequality give $|R(w)|\le\varepsilon\|w-v\|$. Since $\varepsilon$ was arbitrary, $R(w)=o(\|w-v\|)$, which is the claim.

## The complete Lean source

```lean
import Mathlib

open Metric

namespace ConverseHellmannFeynman

noncomputable section

variable {V : Type*} [NormedAddCommGroup V] [InnerProductSpace ℂ V]
  {ι : Type*} [Fintype ι]

/-- The operator `H(v) = H₀ + ∑ vᵢ nᵢ`; for Hermitian `H₀` and `nᵢ` it is the Hamiltonian at the
potential `v`. -/
def hamiltonian (H₀ : V →ₗ[ℂ] V) (n : ι → V →ₗ[ℂ] V) (v : EuclideanSpace ℝ ι) :
    V →ₗ[ℂ] V := H₀ + ∑ i, (v i : ℂ) • n i

/-- The real part of the expectation value `⟨ψ, A ψ⟩`. -/
def expect (A : V →ₗ[ℂ] V) (ψ : V) : ℝ := (inner ℂ ψ (A ψ)).re

/-- The ground energy `E(v)`: the infimum of the energy over all unit vectors. -/
def groundEnergy (H₀ : V →ₗ[ℂ] V) (n : ι → V →ₗ[ℂ] V) (v : EuclideanSpace ℝ ι) : ℝ :=
  sInf (expect (hamiltonian H₀ n v) '' sphere 0 1)

/-- The density of `ψ`: the vector of the real parts of `⟨ψ, nᵢ ψ⟩`, which for Hermitian `nᵢ` are
the expectation values themselves. -/
def density (n : ι → V →ₗ[ℂ] V) (ψ : V) : EuclideanSpace ℝ ι :=
  WithLp.toLp 2 fun i => expect (n i) ψ

/-- A unit ground state: a normalised solution of `H(v) ψ = E(v) ψ`. -/
def IsGroundState (H₀ : V →ₗ[ℂ] V) (n : ι → V →ₗ[ℂ] V) (v : EuclideanSpace ℝ ι)
    (ψ : V) : Prop :=
  ‖ψ‖ = 1 ∧ hamiltonian H₀ n v ψ = (groundEnergy H₀ n v : ℂ) • ψ

/-- For a fixed state the energy is affine in the potential, with the density as slope. -/
theorem expect_hamiltonian (H₀ : V →ₗ[ℂ] V) (n : ι → V →ₗ[ℂ] V)
    (v w : EuclideanSpace ℝ ι) (ψ : V) :
    expect (hamiltonian H₀ n w) ψ =
      expect (hamiltonian H₀ n v) ψ + inner ℝ (density n ψ) (w - v) := by
  have h : ∀ u : EuclideanSpace ℝ ι, expect (hamiltonian H₀ n u) ψ =
      expect H₀ ψ + ∑ i, u i * expect (n i) ψ := by
    intro u
    simp [expect, hamiltonian, LinearMap.sum_apply, Complex.re_sum]
  have hi : inner ℝ (density n ψ) (w - v) = ∑ i, (w i - v i) * expect (n i) ψ := by
    simp [PiLp.inner_apply, density]
  rw [h w, h v, hi]
  simp only [sub_mul, Finset.sum_sub_distrib]
  ring

/-- In a unit ground state the expectation value of the energy is the ground energy. -/
theorem IsGroundState.expect_eq {H₀ : V →ₗ[ℂ] V} {n : ι → V →ₗ[ℂ] V}
    {v : EuclideanSpace ℝ ι} {ψ : V} (h : IsGroundState H₀ n v ψ) :
    expect (hamiltonian H₀ n v) ψ = groundEnergy H₀ n v := by
  unfold expect
  rw [h.2, inner_smul_right, inner_self_eq_norm_sq_to_K, h.1]
  simp

variable [FiniteDimensional ℂ V]

/-- In finite dimension expectation values depend continuously on the state. -/
theorem continuous_expect (A : V →ₗ[ℂ] V) : Continuous (expect A) :=
  Complex.continuous_re.comp ((continuous_inner (𝕜 := ℂ)).comp
    (continuous_id.prodMk A.continuous_of_finiteDimensional))

/-- Variational principle: in finite dimension no unit vector has energy below `E(v)`. -/
theorem groundEnergy_le (H₀ : V →ₗ[ℂ] V) (n : ι → V →ₗ[ℂ] V) (v : EuclideanSpace ℝ ι)
    {ψ : V} (hψ : ‖ψ‖ = 1) : groundEnergy H₀ n v ≤ expect (hamiltonian H₀ n v) ψ := by
  have : ProperSpace V := FiniteDimensional.proper ℂ V
  exact csInf_le ((isCompact_sphere 0 1).image (continuous_expect _)).bddBelow
    ⟨ψ, mem_sphere_zero_iff_norm.mpr hψ, rfl⟩

variable {H₀ : V →ₗ[ℂ] V} {n : ι → V →ₗ[ℂ] V} {v : EuclideanSpace ℝ ι}

/-- For Hermitian `H₀` and `nᵢ` in finite dimension, a unit vector whose energy is `E(v)`
is a ground state. -/
theorem isGroundState_of_expect_eq (hH₀ : H₀.IsSymmetric) (hn : ∀ i, (n i).IsSymmetric)
    {ψ : V} (hψ : ‖ψ‖ = 1) (h : expect (hamiltonian H₀ n v) ψ = groundEnergy H₀ n v) :
    IsGroundState H₀ n v ψ := by
  have : CompleteSpace V := FiniteDimensional.complete ℂ V
  have hH : (hamiltonian H₀ n v).IsSymmetric := by
    intro x y
    have h1 := hH₀ x y
    have h2 := fun i => hn i x y
    simp only [hamiltonian, LinearMap.add_apply, LinearMap.sum_apply, LinearMap.smul_apply,
      inner_add_left, inner_add_right, sum_inner, inner_sum, inner_smul_left,
      inner_smul_right, Complex.conj_ofReal, h1, h2]
  let T : V →L[ℂ] V := LinearMap.toContinuousLinearMap (hamiltonian H₀ n v)
  have hT : IsSelfAdjoint T := ContinuousLinearMap.isSelfAdjoint_iff_isSymmetric.mpr hH
  have e : ∀ y, T.reApplyInnerSelf y = expect (hamiltonian H₀ n v) y := fun y => by
    change (inner ℂ (hamiltonian H₀ n v y) y).re = (inner ℂ y (hamiltonian H₀ n v y)).re
    rw [hH y y]
  have hmin : IsMinOn T.reApplyInnerSelf (sphere 0 ‖ψ‖) ψ := by
    intro x hx
    change T.reApplyInnerSelf ψ ≤ T.reApplyInnerSelf x
    rw [e, e, h]
    exact groundEnergy_le H₀ n v ((mem_sphere_zero_iff_norm.mp hx).trans hψ)
  have hψ0 : ψ ≠ 0 := by
    rintro rfl
    simp at hψ
  -- a minimiser of the energy on the sphere is an eigenvector
  obtain ⟨μ, hμ⟩ : ∃ μ : ℝ, hamiltonian H₀ n v ψ = (μ : ℂ) • ψ :=
    ⟨⨅ x : { x : V // x ≠ 0 }, T.rayleighQuotient x,
      (hT.hasEigenvector_of_isMinOn hψ0 hmin).apply_eq_smul⟩
  have hE : μ = groundEnergy H₀ n v := by
    rw [← h]
    unfold expect
    rw [hμ, inner_smul_right, inner_self_eq_norm_sq_to_K, hψ]
    simp
  exact ⟨hψ, hE ▸ hμ⟩

/-- For Hermitian `H₀` and `nᵢ` on a nonzero finite-dimensional space, every potential
has a unit ground state. -/
theorem exists_isGroundState [Nontrivial V] (hH₀ : H₀.IsSymmetric)
    (hn : ∀ i, (n i).IsSymmetric) (v : EuclideanSpace ℝ ι) :
    ∃ ψ, IsGroundState H₀ n v ψ := by
  have : ProperSpace V := FiniteDimensional.proper ℂ V
  obtain ⟨x, hx⟩ := exists_ne (0 : V)
  have hne : (sphere (0 : V) 1).Nonempty :=
    ⟨_, mem_sphere_zero_iff_norm.mpr (norm_smul_inv_norm (𝕜 := ℂ) hx)⟩
  obtain ⟨ψ, hψ, h⟩ := ((isCompact_sphere (0 : V) 1).image
    (continuous_expect (hamiltonian H₀ n v))).sInf_mem (hne.image _)
  exact ⟨ψ, isGroundState_of_expect_eq hH₀ hn (mem_sphere_zero_iff_norm.mp hψ) h⟩

/-- In finite dimension, the density `ρ` of a ground state at `v` bounds the ground energy
at every potential `w`: `E(w) ≤ E(v) + ρ·(w - v)`. -/
theorem groundEnergy_le_add {ψ : V} (h : IsGroundState H₀ n v ψ) (w : EuclideanSpace ℝ ι) :
    groundEnergy H₀ n w ≤ groundEnergy H₀ n v + inner ℝ (density n ψ) (w - v) := by
  rw [← h.expect_eq, ← expect_hamiltonian]
  exact groundEnergy_le H₀ n w h.1

/-- Let `H₀` and `nᵢ` be Hermitian on a nonzero finite-dimensional space. If all unit ground
states at `v` have density `ρ`, then all ground states at nearby potentials have densities
close to `ρ`. -/
theorem density_near [Nontrivial V] (hH₀ : H₀.IsSymmetric) (hn : ∀ i, (n i).IsSymmetric)
    {ρ : EuclideanSpace ℝ ι} (hρ : ∀ ψ, IsGroundState H₀ n v ψ → density n ψ = ρ)
    {ε : ℝ} (hε : 0 < ε) :
    ∃ δ > 0, ∀ w φ, ‖w - v‖ < δ → IsGroundState H₀ n w φ → ‖density n φ - ρ‖ < ε := by
  have : ProperSpace V := FiniteDimensional.proper ℂ V
  obtain ⟨ψ, hψ⟩ := exists_isGroundState hH₀ hn v
  have hd : Continuous fun φ : V => density n φ - ρ :=
    ((PiLp.continuous_toLp 2 _).comp
      (continuous_pi fun i => continuous_expect (n i))).sub continuous_const
  obtain ⟨C, hC⟩ := (isCompact_sphere (0 : V) 1).exists_bound_of_continuousOn hd.continuousOn
  have hC0 : 0 ≤ C := (norm_nonneg _).trans (hC ψ (mem_sphere_zero_iff_norm.mpr hψ.1))
  -- unit vectors with density at least `ε` away from `ρ` lie above `E(v)` by a gap
  have hK := (isCompact_sphere (0 : V) 1).inter_right (isClosed_le continuous_const hd.norm :
    IsClosed {φ : V | ε ≤ ‖density n φ - ρ‖})
  have hgap : ∀ χ ∈ sphere (0 : V) 1 ∩ {φ : V | ε ≤ ‖density n φ - ρ‖},
      groundEnergy H₀ n v < expect (hamiltonian H₀ n v) χ := by
    rintro χ ⟨h1, h2⟩
    have hχ := mem_sphere_zero_iff_norm.mp h1
    refine lt_of_le_of_ne (groundEnergy_le H₀ n v hχ) fun he => ?_
    change ε ≤ ‖density n χ - ρ‖ at h2
    rw [hρ χ (isGroundState_of_expect_eq hH₀ hn hχ he.symm), sub_self, norm_zero] at h2
    linarith
  obtain ⟨a, ha, hmin⟩ := hK.exists_forall_le' (continuous_expect _).continuousOn hgap
  refine ⟨(a - groundEnergy H₀ n v) / (C + 1),
    div_pos (by linarith) (by linarith), fun w φ hw hφ => ?_⟩
  by_contra hlt
  have hφ1 := mem_sphere_zero_iff_norm.mpr hφ.1
  have h1 := hmin φ ⟨hφ1, not_lt.mp hlt⟩
  have h2 := expect_hamiltonian H₀ n v w φ
  have h3 := groundEnergy_le_add hψ w
  rw [hφ.expect_eq] at h2
  rw [hρ ψ hψ] at h3
  have h4 := (abs_le.mp (abs_real_inner_le_norm (density n φ - ρ) (w - v))).1
  rw [inner_sub_left] at h4
  have h5 := mul_le_mul_of_nonneg_right (hC φ hφ1) (norm_nonneg (w - v))
  rw [lt_div_iff₀ (by linarith)] at hw
  nlinarith [norm_nonneg (w - v)]

/-- Converse Hellmann-Feynman theorem: for Hermitian `H₀` and `nᵢ` on a nonzero
finite-dimensional space, if all unit ground states at `v` have the same density `ρ`, then
the ground energy is Fréchet differentiable at `v` with gradient `ρ`. -/
theorem hasGradientAt_groundEnergy [Nontrivial V] (hH₀ : H₀.IsSymmetric)
    (hn : ∀ i, (n i).IsSymmetric) {ρ : EuclideanSpace ℝ ι}
    (hρ : ∀ ψ, IsGroundState H₀ n v ψ → density n ψ = ρ) :
    HasGradientAt (groundEnergy H₀ n) ρ v := by
  rw [hasGradientAt_iff_isLittleO, Asymptotics.isLittleO_iff]
  intro ε hε
  obtain ⟨δ, hδ, hnear⟩ := density_near hH₀ hn hρ hε
  obtain ⟨ψ, hψ⟩ := exists_isGroundState hH₀ hn v
  filter_upwards [ball_mem_nhds v hδ] with w hw
  rw [mem_ball, dist_eq_norm] at hw
  obtain ⟨φ, hφ⟩ := exists_isGroundState hH₀ hn w
  -- the variational principle, used from `v` to `w` and from `w` to `v`
  have h1 := groundEnergy_le_add hψ w
  have h2 := groundEnergy_le_add hφ v
  rw [hρ ψ hψ] at h1
  rw [← neg_sub w v, inner_neg_right] at h2
  have h3 := (abs_le.mp (abs_real_inner_le_norm (density n φ - ρ) (w - v))).1
  rw [inner_sub_left] at h3
  have h4 := mul_le_mul_of_nonneg_right (hnear w φ hw hφ).le (norm_nonneg (w - v))
  have h5 := mul_nonneg hε.le (norm_nonneg (w - v))
  rw [Real.norm_eq_abs, abs_le]
  constructor <;> linarith

end

end ConverseHellmannFeynman
```

```lean
#print axioms ConverseHellmannFeynman.hasGradientAt_groundEnergy
-- 'ConverseHellmannFeynman.hasGradientAt_groundEnergy' depends on axioms: [propext, Classical.choice, Quot.sound]
```

## From the lemmas to the gradient

`expect_hamiltonian` is equation (1). It writes the energy at any potential as $\langle\psi,H_0\psi\rangle+\sum_i u_i\langle\psi,n_i\psi\rangle$, with $u$ the potential, and subtracts two such expressions. `IsGroundState.expect_eq` recovers the energy $E(v)$ from the eigenvalue equation.

`groundEnergy_le` is the variational principle. The infimum is a lower bound only if the set of energies is bounded below, which follows from `continuous_expect` and the compactness of the sphere.

`isGroundState_of_expect_eq` shows that minimisers are eigenvectors. In place of the variation in $t$, it calls Mathlib's theorem on extrema of the Rayleigh quotient, `hasEigenvector_of_isMinOn`. The preparation shows that $H(v)$ is symmetric and matches Mathlib's quadratic form with `expect`. Mathlib returns the eigenvalue as an infimum of Rayleigh quotients, and `hE` identifies it with $E(v)$ by taking the expectation value in $\psi$. `exists_isGroundState` then obtains a minimiser from `sInf_mem`, which says that a nonempty compact set of real numbers contains its infimum.

`groundEnergy_le_add` is the trial-state bound. It needs no Hermiticity, because its hypothesis already supplies a ground state.

`density_near` contains the compactness argument. Here `hK` states that $K$ is compact, and `hgap` that energies on $K$ lie strictly above $E(v)$. The lemma `exists_forall_le'` turns this into a single number `a`, and also handles an empty $K$. After `by_contra`, the facts `h1` to `h5` are the ingredients of the displayed chain for $a$, and `nlinarith` combines them with the choice of $\delta$ into a contradiction.

The final theorem, `hasGradientAt_groundEnergy`, first rewrites the gradient as a little-o statement and then as a bound for each $\varepsilon$. `filter_upwards` restricts $w$ to the ball of radius $\delta$ around $v$. The trial-state bound is used once in each direction, as `h1` and `h2`. Cauchy–Schwarz enters through `h3`, and `h4` inserts the estimate from `density_near`. The absolute value splits into two inequalities, the two sides of (2), and `linarith` closes both.
